# In the radiative limit, a step absorptance maximises solar-cell power when the ratio of solar flux to thermal emission never falls with photon energy

The spectrum is modelled as a finite list of entries `ι`, and a separate map `E : ι → ℝ` gives each entry i its photon energy Eᵢ. An absorptance is then any function a on the entries, so competitors may even treat two entries of equal energy differently. Entry i also carries an absorbable solar flux sᵢ and a thermal emission flux bᵢ, both for full absorption and with any bin width included. Both are photon fluxes multiplied by the elementary charge, so that flux times voltage is a power.

```lean
import Mathlib

open Finset

namespace ShockleyQueisserAbsorptance

noncomputable section

variable {ι : Type*}
```

A step absorptance is described by one number, the gap Eg. It is zero below Eg and one from Eg upwards.

```lean
/-- The step absorptance with gap `Eg`: zero at energies below `Eg`, one at energies from `Eg`
upwards. -/
def step (E : ι → ℝ) (Eg : ℝ) (i : ι) : ℝ := if Eg ≤ E i then 1 else 0
```

Let V be the voltage and T the thermal voltage, which is Boltzmann's constant times the cell temperature divided by the elementary charge. In the Boltzmann approximation, which needs photon energies several times the thermal energy above the elementary charge times V, emission at voltage V exceeds thermal emission by x(V) times the latter, where

x(V) = exp(V/T) − 1,

called `excess T V` in the code. The −1 accounts for the ambient thermal radiation that the cell absorbs.

```lean
/-- The factor `exp (V / T) - 1` by which emission at voltage `V` exceeds thermal emission, in units
of the latter and in the Boltzmann approximation; `T ≠ 0` is the thermal voltage. -/
def excess (T V : ℝ) : ℝ := Real.exp (V / T) - 1
```

## Absorptance between zero and one

An entry cannot absorb less than nothing or more than everything that arrives. Assume that the absorptance does not depend on direction, that each absorbed photon creates one electron–hole pair, that all recombination is radiative and that carriers are collected without loss. By reciprocity the same aᵢ then weights absorption and emission, and the power is

P(V, a) = V ∑ᵢ aᵢ (sᵢ − bᵢ x(V)).

In Lean the bounds read `a ∈ Set.Icc (0 : ι → ℝ) 1`, an interval in the entrywise order. `step_mem` checks that steps lie in it. `IsOptimal` means that a is admissible and gives at least the power of every admissible competitor at the same voltage. Without the upper bound, a single entry with sᵢ > bᵢ x(V) at V > 0 would make the power unbounded.

```lean
/-- A step absorptance takes values between zero and one. -/
theorem step_mem (E : ι → ℝ) (Eg : ℝ) : step E Eg ∈ Set.Icc (0 : ι → ℝ) 1 := by
  constructor <;> intro i <;> by_cases h : Eg ≤ E i <;> simp [step, h]

variable [Fintype ι] {E b s a : ι → ℝ} {T V : ℝ}

/-- Electrical power of a cell with absorptance `a`, solar flux `s` and thermal emission flux `b` at
voltage `V`, for thermal voltage `T ≠ 0`. Both fluxes include the elementary charge as a factor. -/
def cellPower (b s : ι → ℝ) (T V : ℝ) (a : ι → ℝ) : ℝ :=
  V * ∑ i, a i * (s i - b i * excess T V)

/-- The absorptance `a` has values in `[0, 1]` and gives at least the power of every other such
absorptance at the same voltage. -/
def IsOptimal (b s : ι → ℝ) (T V : ℝ) (a : ι → ℝ) : Prop :=
  a ∈ Set.Icc (0 : ι → ℝ) 1 ∧
    ∀ a' ∈ Set.Icc (0 : ι → ℝ) 1, cellPower b s T V a' ≤ cellPower b s T V a
```

## Positive thermal emission and nonnegative voltage

Every entry emits some thermal radiation, so bᵢ > 0, and V ≥ 0 excludes reverse bias. Write rᵢ = sᵢ/bᵢ. For two admissible absorptances a and a′,

P(V, a) − P(V, a′) = V ∑ᵢ (aᵢ − a′ᵢ) bᵢ (rᵢ − x(V)).

Suppose that aᵢ = 1 wherever rᵢ > x(V) and aᵢ = 0 wherever rᵢ < x(V). In the first case both aᵢ − a′ᵢ and rᵢ − x(V) are nonnegative, in the second both are nonpositive, and for rᵢ = x(V) the term vanishes. With bᵢ > 0 and V ≥ 0 the difference is therefore nonnegative, and a is optimal.

`isOptimal_of_sign` follows this argument. `mul_le_mul_of_nonneg_left` uses V ≥ 0, `Finset.sum_le_sum` reduces the claim to single entries, and `lt_trichotomy` separates the three cases. Positivity of bᵢ turns each comparison of ratios into the sign of sᵢ − bᵢ x(V).

At V < 0 the rule fails: for one entry with s = b = 1 it demands full absorption, which gives negative power, while zero absorption gives zero. Nor is b ≥ 0 enough for the step result. Lean sets 1/0 = 0, so a lower entry with s = 1, b = 0 and a higher one with s = b = 1 have nondecreasing ratios, yet at large V only the lower one should absorb.

```lean
/-- For positive `b` and `V ≥ 0`, an absorptance in `[0, 1]` is optimal if it is one wherever
`s / b` exceeds `exp (V / T) - 1` and zero wherever `s / b` is smaller. -/
theorem isOptimal_of_sign (hb : ∀ i, 0 < b i) (hV : 0 ≤ V) (ha : a ∈ Set.Icc (0 : ι → ℝ) 1)
    (h1 : ∀ i, excess T V < s i / b i → a i = 1)
    (h0 : ∀ i, s i / b i < excess T V → a i = 0) : IsOptimal b s T V a := by
  refine ⟨ha, fun a' ha' => ?_⟩
  unfold cellPower
  -- the comparison holds energy by energy
  refine mul_le_mul_of_nonneg_left (Finset.sum_le_sum fun i _ => ?_) hV
  have l : 0 ≤ a' i := ha'.1 i
  have u : a' i ≤ 1 := ha'.2 i
  rcases lt_trichotomy (excess T V) (s i / b i) with h | h | h
  · have hc := (lt_div_iff₀ (hb i)).1 h
    rw [h1 i h]
    nlinarith [mul_nonneg (sub_nonneg.2 u) (sub_nonneg.2 hc.le)]
  · have hc := (eq_div_iff (hb i).ne').1 h
    have hz : s i - b i * excess T V = 0 := by linarith
    rw [hz, mul_zero, mul_zero]
  · have hc := (div_lt_iff₀ (hb i)).1 h
    rw [h0 i h]
    nlinarith [mul_nonneg l (sub_nonneg.2 hc.le)]
```

## Strictly positive voltage

At V = 0 the power is zero for every absorptance, so all admissible choices are optimal and nothing can be inferred from optimality. For V > 0 the switching rule is also necessary. Compare an optimal a with the absorptance m that is one where rᵢ ≥ x(V) and zero elsewhere. Since m gives no more power than a, dividing by V yields

∑ᵢ (mᵢ − aᵢ)(sᵢ − bᵢ x(V)) ≤ 0.

Each term is nonnegative by the choice of m, so each term is zero, and aᵢ = mᵢ wherever rᵢ ≠ x(V).

In `IsOptimal.sign`, m is a `step` whose "energy" is the ratio itself. `le_of_mul_le_mul_left` divides by V, `hnn` gives the signs of the terms, and `Finset.sum_eq_zero_iff_of_nonneg` makes them vanish one by one.

```lean
/-- For positive `b` and `V > 0`, every optimal absorptance is one where `s / b` exceeds
`exp (V / T) - 1` and zero where `s / b` is smaller. -/
theorem IsOptimal.sign (hb : ∀ i, 0 < b i) (hV : 0 < V) (h : IsOptimal b s T V a) (i : ι) :
    (excess T V < s i / b i → a i = 1) ∧ (s i / b i < excess T V → a i = 0) := by
  -- compare with the absorptance that switches on by the ratio s / b
  obtain ⟨m, hm⟩ : ∃ m : ι → ℝ, m = step (fun j => s j / b j) (excess T V) := ⟨_, rfl⟩
  have hmj : ∀ j, m j = if excess T V ≤ s j / b j then 1 else 0 := fun j => congrFun hm j
  have hle := h.2 m (hm ▸ step_mem _ _)
  unfold cellPower at hle
  have hle' := le_of_mul_le_mul_left hle hV
  have hnn : ∀ j ∈ Finset.univ, 0 ≤ (m j - a j) * (s j - b j * excess T V) := by
    intro j _
    have l : 0 ≤ a j := h.1.1 j
    have u : a j ≤ 1 := h.1.2 j
    rw [hmj]
    split_ifs with hj
    · have hc := (le_div_iff₀ (hb j)).1 hj
      exact mul_nonneg (by linarith) (by linarith)
    · have hc := (div_lt_iff₀ (hb j)).1 (not_le.1 hj)
      nlinarith [mul_nonneg l (sub_nonneg.2 hc.le)]
  have hsum : ∑ j, (m j - a j) * (s j - b j * excess T V) = 0 := by
    refine le_antisymm ?_ (Finset.sum_nonneg hnn)
    simp only [sub_mul, Finset.sum_sub_distrib]
    linarith
  -- nonnegative terms with zero sum all vanish
  have hi := (Finset.sum_eq_zero_iff_of_nonneg hnn).1 hsum i (Finset.mem_univ i)
  constructor
  · intro hx
    have hc := (lt_div_iff₀ (hb i)).1 hx
    rw [hmj, if_pos hx.le] at hi
    rcases mul_eq_zero.1 hi with h' | h' <;> linarith
  · intro hx
    have hc := (div_lt_iff₀ (hb i)).1 hx
    rw [hmj, if_neg (not_le.2 hx)] at hi
    rcases mul_eq_zero.1 hi with h' | h' <;> linarith
```

## A flux ratio that never falls with energy

The condition that Eᵢ ≤ Eⱼ implies rᵢ ≤ rⱼ says that sunlight never loses ground to the cell's own thermal emission as photon energy rises. A blackbody sun hotter than a blackbody cell satisfies it; a spectrum with a sharp absorption line can violate it. It also forces entries of equal energy to have equal ratios.

This is where a rule about ratios becomes a rule about energies. For a number x, let g(x) be the smallest element of the set that contains 1 + ∑ᵢ |Eᵢ| and every Eᵢ with rᵢ ≥ x. The first element lies above all energies and serves when no entry qualifies. If rᵢ ≥ x, then g(x) ≤ Eᵢ by minimality. If g(x) ≤ Eᵢ, then g(x) is some Eⱼ with rⱼ ≥ x, and monotonicity gives rᵢ ≥ rⱼ ≥ x. Hence

g(x) ≤ Eᵢ ⇔ x ≤ rᵢ.

Raising x removes elements from the set, so g never decreases. `exists_threshold` builds the set as `S x` and takes its `min'`; the hypothesis `hr` enters only in the step from rⱼ to rᵢ.

Without the condition, and with s ≥ 0, some positive voltage has no optimal step, as the converse below shows.

```lean
/-- If `r` is nondecreasing in energy, the condition `x ≤ r` selects exactly the energies at or
above a threshold, and the threshold can be chosen nondecreasing in `x`. -/
theorem exists_threshold (E r : ι → ℝ) (hr : ∀ i j, E i ≤ E j → r i ≤ r j) :
    ∃ g : ℝ → ℝ, Monotone g ∧ ∀ x i, g x ≤ E i ↔ x ≤ r i := by
  classical
  -- lowest selected energy, or a value above all energies if none is selected
  let S : ℝ → Finset ℝ := fun x =>
    insert (1 + ∑ i, |E i|) ((Finset.univ.filter fun i => x ≤ r i).image E)
  have hS : ∀ x, (S x).Nonempty := fun x => Finset.insert_nonempty _ _
  have hmem : ∀ x z, z ∈ S x ↔ z = 1 + ∑ i, |E i| ∨ ∃ i, x ≤ r i ∧ E i = z := by
    intro x z
    simp only [S, Finset.mem_insert, Finset.mem_image, Finset.mem_filter, Finset.mem_univ,
      true_and]
  refine ⟨fun x => (S x).min' (hS x), fun x y hxy => ?_, fun x i => ⟨fun h => ?_, fun h => ?_⟩⟩
  · refine Finset.le_min' _ _ _ fun z hz => Finset.min'_le _ _ ((hmem x z).2 ?_)
    rcases (hmem y z).1 hz with hz | ⟨i, hi, hiz⟩
    · exact Or.inl hz
    · exact Or.inr ⟨i, hxy.trans hi, hiz⟩
  · have h' : (S x).min' (hS x) ≤ E i := h
    rcases (hmem x _).1 (Finset.min'_mem (S x) (hS x)) with hm | ⟨j, hj, hjm⟩
    · have h1 : |E i| ≤ ∑ j, |E j| :=
        Finset.single_le_sum (f := fun j => |E j|) (fun j _ => abs_nonneg (E j))
          (Finset.mem_univ i)
      have h2 := le_abs_self (E i)
      exfalso
      linarith
    · exact hj.trans (hr j i (hjm.le.trans h'))
  · exact Finset.min'_le (S x) (E i) ((hmem x _).2 (Or.inr ⟨i, h, rfl⟩))
```

## Positive thermal voltage

T > 0 means a cell at positive temperature, and it makes x(V) increase with V. Setting Eg(V) = g(x(V)) then gives a gap that never decreases with voltage, and the step at Eg(V) obeys the switching rule. `step_absorptance_optimal` combines the two lemmas in this way, with `gcongr` supplying the monotonicity of x(V). It places no sign condition on s.

Optimality at a fixed voltage does not need T > 0, but the ordering of the gaps does. For T < 0 and one entry with ratio −1/2, an unphysical case with negative solar flux that the sign conditions on b and V do not exclude, absorption should be off at small positive V and on at large V, so the gap would have to fall.

In this finite model with purely radiative recombination and a flux ratio that never falls with energy, the sharp absorption edge usually assumed in detailed-balance estimates of solar cells is thus an optimum among all absorptances at a given voltage V ≥ 0, provided that its gap is chosen for that voltage.

```lean
/-- If `b > 0`, `T > 0` and `s / b` is nondecreasing in energy, then at every voltage `V ≥ 0` a
step absorptance maximises the cell power, with a gap that can be chosen nondecreasing in `V`. -/
theorem step_absorptance_optimal (hb : ∀ i, 0 < b i) (hT : 0 < T)
    (hr : ∀ i j, E i ≤ E j → s i / b i ≤ s j / b j) :
    ∃ Eg : ℝ → ℝ, Monotone Eg ∧ ∀ V, 0 ≤ V → IsOptimal b s T V (step E (Eg V)) := by
  obtain ⟨g, hg, hgi⟩ := exists_threshold E (fun i => s i / b i) hr
  refine ⟨fun V => g (excess T V), fun V W h => hg ?_, fun V hV =>
    isOptimal_of_sign hb hV (step_mem _ _) (fun i hi => ?_) (fun i hi => ?_)⟩
  · unfold excess
    gcongr
  · exact if_pos ((hgi _ i).2 hi.le)
  · exact if_neg fun h => absurd ((hgi _ i).1 h) (not_le.2 hi)
```

## Nonnegative solar flux

An absorbed photon flux cannot be negative. This is needed only for the converse: if for every V > 0 there is an optimal step, which may depend on V, then the ratios are nondecreasing in energy. Suppose instead that Eᵢ ≤ Eⱼ but rᵢ > rⱼ. Since rⱼ ≥ 0, a number x strictly between the two ratios is positive, and

V = T ln(1 + x)

is a positive voltage with x(V) = x. Necessity of the switching rule gives aᵢ = 1 and aⱼ = 0. But a step that is one at Eᵢ has Eg ≤ Eᵢ ≤ Eⱼ, so it is one at Eⱼ too, a contradiction. In the proof `exists_between` picks x, `he` confirms the voltage, and `IsOptimal.sign` is applied at i and at j.

One negative flux is enough to break the converse. With b = 1 at two increasing energies and s = 0, −1, the ratios fall, yet zero absorption, a step with a high gap, is optimal at every V > 0.

```lean
/-- Conversely, for `b > 0`, `s ≥ 0` and `T > 0`, if at every voltage `V > 0` some step
absorptance is optimal, then `s / b` is nondecreasing in energy. -/
theorem ratio_monotone_of_step_optimal (hb : ∀ i, 0 < b i) (hs : ∀ i, 0 ≤ s i) (hT : 0 < T)
    (h : ∀ V, 0 < V → ∃ Eg, IsOptimal b s T V (step E Eg)) :
    ∀ i j, E i ≤ E j → s i / b i ≤ s j / b j := by
  intro i j hij
  by_contra hlt
  rw [not_le] at hlt
  have h0 : 0 ≤ s j / b j := div_nonneg (hs j) (hb j).le
  -- choose the voltage whose emission factor lies between the two ratios
  obtain ⟨x, hx1, hx2⟩ := exists_between hlt
  have hV : 0 < T * Real.log (1 + x) := mul_pos hT (Real.log_pos (by linarith))
  have he : excess T (T * Real.log (1 + x)) = x := by
    unfold excess
    rw [mul_div_cancel_left₀ _ hT.ne', Real.exp_log (by linarith)]
    ring
  obtain ⟨Eg, ho⟩ := h _ hV
  have h1 := (ho.sign hb hV i).1 (by rw [he]; exact hx2)
  have h2 := (ho.sign hb hV j).2 (by rw [he]; exact hx1)
  have hi : Eg ≤ E i := by
    by_contra hn
    simp [step, hn] at h1
  simp [step, hi.trans hij] at h2
```

## Finitely many entries and the choice of voltage

A finite spectrum makes the set of admissible absorptances compact, which allows voltage and absorptance to be optimised together. Let M = ∑ᵢ |rᵢ|. The power is continuous, so it has a maximum over 0 ≤ V ≤ TM and admissible a. For V > TM,

x(V) ≥ V/T > M ≥ rᵢ,

so every term of the power is nonpositive, and the zero power at V = 0 is at least as good. Replacing the maximising absorptance by the optimal step at the same voltage loses nothing.

`exists_joint_optimum` obtains the maximum from `hK.exists_isMaxOn` and the bound on x(V) from `Real.add_one_le_exp`. T > 0 matters again: for T < 0 and one entry with s = b = 1, the power at full absorption grows without limit.

The theorem shows that an optimal voltage and gap exist, but it gives no value for the Shockley–Queisser efficiency limit, since neither the incident power nor a particular spectrum enters. Continuous spectra and nonradiative recombination lie beyond the model.

```lean
/-- If `b > 0`, `T > 0` and `s / b` is nondecreasing in energy, the maximum of the power over all
voltages `V ≥ 0` and all absorptances in `[0, 1]` together is attained by a step absorptance. -/
theorem exists_joint_optimum (hb : ∀ i, 0 < b i) (hT : 0 < T)
    (hr : ∀ i j, E i ≤ E j → s i / b i ≤ s j / b j) :
    ∃ V Eg : ℝ, 0 ≤ V ∧ ∀ V' a', 0 ≤ V' → a' ∈ Set.Icc (0 : ι → ℝ) 1 →
      cellPower b s T V' a' ≤ cellPower b s T V (step E Eg) := by
  obtain ⟨Eg, -, hEg⟩ := step_absorptance_optimal hb hT hr
  obtain ⟨M, hM⟩ : ∃ M : ℝ, M = ∑ i, |s i / b i| := ⟨_, rfl⟩
  have hM0 : 0 ≤ M := hM ▸ Finset.sum_nonneg fun i _ => abs_nonneg _
  have hcont : Continuous fun p : ℝ × (ι → ℝ) => cellPower b s T p.1 p.2 := by
    unfold cellPower excess
    fun_prop
  have hK : IsCompact (Set.Icc (0 : ℝ) (T * M) ×ˢ Set.Icc (0 : ι → ℝ) 1) :=
    isCompact_Icc.prod isCompact_Icc
  have z1 : (0 : ℝ) ∈ Set.Icc (0 : ℝ) (T * M) := ⟨le_rfl, mul_nonneg hT.le hM0⟩
  have z2 : (0 : ι → ℝ) ∈ Set.Icc (0 : ι → ℝ) 1 := ⟨le_rfl, fun _ => zero_le_one⟩
  obtain ⟨p, hp, hmax⟩ := hK.exists_isMaxOn ⟨(0, 0), ⟨z1, z2⟩⟩ hcont.continuousOn
  refine ⟨p.1, Eg p.1, hp.1.1, fun V a hV ha => le_trans ?_ ((hEg p.1 hp.1.1).2 p.2 hp.2)⟩
  by_cases hVM : V ≤ T * M
  · exact isMaxOn_iff.1 hmax (V, a) ⟨⟨hV, hVM⟩, ha⟩
  · -- beyond T * M emission outweighs absorption at every energy
    have h0 : cellPower b s T 0 0 ≤ cellPower b s T p.1 p.2 :=
      isMaxOn_iff.1 hmax (0, 0) ⟨z1, z2⟩
    have hz : cellPower b s T 0 0 = 0 := by simp [cellPower]
    rw [hz] at h0
    refine le_trans ?_ h0
    unfold cellPower
    refine mul_nonpos_iff.2 (Or.inl ⟨hV, Finset.sum_nonpos fun i _ =>
      mul_nonpos_iff.2 (Or.inl ⟨ha.1 i, ?_⟩)⟩)
    have h1 : M < V / T := (lt_div_iff₀ hT).2 (by linarith [not_le.1 hVM])
    have h2 := Real.add_one_le_exp (V / T)
    have h3 : |s i / b i| ≤ M := by
      rw [hM]
      exact Finset.single_le_sum (f := fun j => |s j / b j|) (fun j _ => abs_nonneg _)
        (Finset.mem_univ i)
    have h4 : s i / b i ≤ excess T V := by
      unfold excess
      linarith [le_abs_self (s i / b i)]
    have h5 := (div_le_iff₀ (hb i)).1 h4
    linarith

end

end ShockleyQueisserAbsorptance
```

```lean
#print axioms ShockleyQueisserAbsorptance.step_absorptance_optimal
#print axioms ShockleyQueisserAbsorptance.ratio_monotone_of_step_optimal
#print axioms ShockleyQueisserAbsorptance.exists_joint_optimum
```

```
'ShockleyQueisserAbsorptance.step_absorptance_optimal' depends on axioms: [propext, Classical.choice, Quot.sound]
'ShockleyQueisserAbsorptance.ratio_monotone_of_step_optimal' depends on axioms: [propext, Classical.choice, Quot.sound]
'ShockleyQueisserAbsorptance.exists_joint_optimum' depends on axioms: [propext, Classical.choice, Quot.sound]
```
